# Two commuting copies of U_q(sl2) combine into a third, and two spins 1/2 have a deformed singlet

## Relations, ordering and basis

Let q be a complex number with q ≠ 0 and q² ≠ 1. A copy of U_q(sl2) in a complex algebra means elements K, E, F, with K invertible, that satisfy

K E = q² E K

K F = q⁻² F K

E F − F E = (K − K⁻¹)/(q − q⁻¹)

Here E raises, F lowers, and K plays the part of q^(2S_z). The number q measures the deformation of ordinary angular momentum. Subscripts 1 and 2 label two copies that commute with each other, as operators on separate subsystems do. Their coupled operators are

K = K₁K₂, E = E₁K₂ + E₂, F = F₁ + K₁⁻¹F₂

A spin 1/2 has basis u (up, index 0) and d (down, index 1), with K = diag(q, 1/q), E d = u, F u = d, E u = 0 and F d = 0. In ud the first spin is up and the second down.

## The coupled operators obey the same relations

The inverse of K₁K₂ is K₁⁻¹K₂⁻¹. Both terms of the raising sum gain q² on passing K₁K₂:

K₁K₂ E₁K₂ = K₁E₁ K₂K₂ = q² E₁K₂ K₁K₂

K₁K₂ E₂ = q² K₁E₂K₂ = q² E₂ K₁K₂

Both terms of the lowering sum gain q⁻²:

K₁K₂ F₁ = K₁F₁K₂ = q⁻² F₁ K₁K₂

K₁K₂ K₁⁻¹F₂ = K₂F₂ = q⁻² F₂K₂ = q⁻² K₁⁻¹F₂ K₁K₂

The commutator of the two sums has four parts. One vanishes at once, [E₂, F₁] = 0. For the mixed part, multiply K₁E₁ = q² E₁K₁ by K₁⁻¹ on both sides, which gives E₁K₁⁻¹ = q² K₁⁻¹E₁. Then

E₁K₂ K₁⁻¹F₂ = (E₁K₁⁻¹)(K₂F₂) = (q² K₁⁻¹E₁)(q⁻² F₂K₂) = K₁⁻¹F₂ E₁K₂

so this part vanishes too. What remains is

[E₁, F₁]K₂ + K₁⁻¹[E₂, F₂]
= ((K₁ − K₁⁻¹)K₂ + K₁⁻¹(K₂ − K₂⁻¹))/(q − q⁻¹)
= (K₁K₂ − K₁⁻¹K₂⁻¹)/(q − q⁻¹)

because the two terms K₁⁻¹K₂ cancel.

## The state killed by both ladder sums

Write v = v₀₀ uu + v₀₁ ud + v₁₀ du + v₁₁ dd. Acting term by term gives

E v = (v₀₁ + q v₁₀) uu + q⁻¹ v₁₁ ud + v₁₁ du

F v = q⁻¹ v₀₀ ud + v₀₀ du + (v₀₁ + q v₁₀) dd

Both vanish exactly when v₀₀ = v₁₁ = 0 and v₀₁ = −q v₁₀, that is, when

v = −v₁₀ (q ud − du)

The total K leaves this state unchanged, since q·q⁻¹ = 1 on ud and on du. Its normalised form is (q ud − du)/√(|q|² + 1). For the ordinary combination ud − du, the raising sum gives (1 − q) uu, which is zero only at q = 1.

## The relations in Lean

```lean
import Mathlib

open Matrix
open scoped Kronecker

namespace QuantumSpinCoupling

noncomputable section

variable {A B : Type*} [Ring A] [Algebra ℂ A] [Ring B] [Algebra ℂ B]
```

`A` is any complex algebra, of finite or infinite dimension. The predicate below says that four given elements satisfy the relations; it does not construct the abstract quantum group. `L` stands for K⁻¹, and `•` is multiplication by a scalar.

```lean
/-- The relations of quantum sl2 for `K`, its inverse `L`, and the ladder elements `E`, `F`,
written with all denominators in `q` cleared. -/
structure IsQuantumSl2 (q : ℂ) (K L E F : A) : Prop where
  mul_inv : K * L = 1
  inv_mul : L * K = 1
  KE : K * E = q ^ 2 • (E * K)
  KF : q ^ 2 • (K * F) = F * K
  EF : (q ^ 2 - 1) • (E * F - F * E) = q • (K - L)
```

With the denominators cleared, the relations can also be written at q² = 1, but there `EF` says only that K = L and leaves [E, F] free. The next theorem recovers the textbook form when q ≠ 0 and q² ≠ 1, by moving the nonzero scalars across each equation.

```lean
/-- For `q ≠ 0` and `q² ≠ 1` the cleared relations are equivalent to the textbook ones,
`KE = q² EK`, `KF = q⁻² FK` and `[E, F] = (K - K⁻¹)/(q - q⁻¹)`. -/
theorem isQuantumSl2_iff {q : ℂ} (hq : q ≠ 0) (hq1 : q ^ 2 ≠ 1) (K L E F : A) :
    IsQuantumSl2 q K L E F ↔
      K * L = 1 ∧ L * K = 1 ∧ K * E = q ^ 2 • (E * K) ∧
      K * F = (q ^ 2)⁻¹ • (F * K) ∧
      E * F - F * E = (q - q⁻¹)⁻¹ • (K - L) := by
  have hF : K * F = (q ^ 2)⁻¹ • (F * K) ↔ q ^ 2 • (K * F) = F * K :=
    eq_inv_smul_iff₀ (pow_ne_zero 2 hq)
  have hd : q - q⁻¹ = (q ^ 2 - 1) / q := by field_simp
  have hC : E * F - F * E = (q - q⁻¹)⁻¹ • (K - L) ↔
      (q ^ 2 - 1) • (E * F - F * E) = q • (K - L) := by
    rw [hd, inv_div, div_eq_inv_mul, mul_smul, eq_inv_smul_iff₀ (sub_ne_zero.mpr hq1)]
  constructor
  · intro h
    exact ⟨h.mul_inv, h.inv_mul, h.KE, hF.2 h.KF, hC.2 h.EF⟩
  · rintro ⟨a, b, c, d, e⟩
    exact ⟨a, b, c, hF.1 d, hC.1 e⟩
```

Algebra homomorphisms preserve the relations, which later places a single spin inside a pair.

```lean
/-- An algebra homomorphism carries the quantum sl2 relations to its image. -/
theorem IsQuantumSl2.map {q : ℂ} {K L E F : A} (h : IsQuantumSl2 q K L E F)
    (f : A →ₐ[ℂ] B) : IsQuantumSl2 q (f K) (f L) (f E) (f F) where
  mul_inv := by rw [← map_mul, h.mul_inv, map_one]
  inv_mul := by rw [← map_mul, h.inv_mul, map_one]
  KE := by simpa only [map_mul, map_smul] using congrArg f h.KE
  KF := by simpa only [map_mul, map_smul] using congrArg f h.KF
  EF := by simpa only [map_mul, map_smul, map_sub] using congrArg f h.EF
```

The next two lemmas move K⁻¹ past E, and past anything that commutes with K. Both insert K K⁻¹ = 1 and regroup.

```lean
/-- The quantum sl2 relations let `K⁻¹` move from the left of `E` to its right: `q² K⁻¹E = E K⁻¹`.
-/
theorem IsQuantumSl2.inv_raise {q : ℂ} {K L E F : A} (h : IsQuantumSl2 q K L E F) :
    q ^ 2 • (L * E) = E * L :=
  calc q ^ 2 • (L * E) = q ^ 2 • (L * E * (K * L)) := by rw [h.mul_inv, mul_one]
    _ = L * (q ^ 2 • (E * K)) * L := by
      simp only [mul_smul_comm, smul_mul_assoc, mul_assoc]
    _ = L * (K * E) * L := by rw [h.KE]
    _ = L * K * (E * L) := by simp only [mul_assoc]
    _ = E * L := by rw [h.inv_mul, one_mul]

/-- Whatever commutes with `K` commutes with `K⁻¹`. -/
theorem IsQuantumSl2.inv_commute {q : ℂ} {K L E F x : A} (h : IsQuantumSl2 q K L E F)
    (hx : Commute K x) : Commute L x :=
  calc L * x = L * x * (K * L) := by rw [h.mul_inv, mul_one]
    _ = L * (x * K) * L := by simp only [mul_assoc]
    _ = L * (K * x) * L := by rw [hx.eq]
    _ = L * K * (x * L) := by simp only [mul_assoc]
    _ = x * L := by rw [h.inv_mul, one_mul]
```

## Coupling two copies

The mixed terms come first. The `calc` chain is the calculation by hand, with the factor q² taken from `inv_raise` and absorbed by `h₂.KF`.

```lean
section Coupling

variable {q : ℂ} {K₁ L₁ E₁ F₁ K₂ L₂ E₂ F₂ : A}

/-- For two copies of quantum sl2 with the same `q`, the mixed terms `E₁K₂` and `K₁⁻¹F₂` of the two
ladder sums commute, if `K₁` commutes with `K₂` and `E₁` with `F₂`. -/
theorem cross_terms_commute (h₁ : IsQuantumSl2 q K₁ L₁ E₁ F₁)
    (h₂ : IsQuantumSl2 q K₂ L₂ E₂ F₂) (hKK : Commute K₁ K₂) (hEF : Commute E₁ F₂) :
    E₁ * K₂ * (L₁ * F₂) = L₁ * F₂ * (E₁ * K₂) :=
  calc E₁ * K₂ * (L₁ * F₂) = E₁ * (K₂ * L₁) * F₂ := by simp only [mul_assoc]
    _ = E₁ * (L₁ * K₂) * F₂ := by rw [(h₁.inv_commute hKK).eq]
    _ = E₁ * L₁ * (K₂ * F₂) := by simp only [mul_assoc]
    _ = (q ^ 2 • (L₁ * E₁)) * (K₂ * F₂) := by rw [h₁.inv_raise]
    _ = L₁ * E₁ * (q ^ 2 • (K₂ * F₂)) := by rw [smul_mul_assoc, mul_smul_comm]
    _ = L₁ * E₁ * (F₂ * K₂) := by rw [h₂.KF]
    _ = L₁ * (E₁ * F₂) * K₂ := by simp only [mul_assoc]
    _ = L₁ * (F₂ * E₁) * K₂ := by rw [hEF.eq]
    _ = L₁ * F₂ * (E₁ * K₂) := by simp only [mul_assoc]
```

The main theorem assumes seven commutations between the copies. E₁ with E₂ and F₁ with F₂ are absent, because the derivation never exchanges them. Its five goals are the two inverse laws, the relations for E and F, and the commutator. In the last, `hsum` removes the mixed terms and `noncomm_ring` completes the telescoping.

```lean
/-- Deformed addition of angular momenta: for two mutually commuting copies of quantum sl2,
`K₁K₂`, `E₁K₂ + E₂` and `F₁ + K₁⁻¹F₂` satisfy the quantum sl2 relations with the same `q`. -/
theorem coupled_relations (h₁ : IsQuantumSl2 q K₁ L₁ E₁ F₁)
    (h₂ : IsQuantumSl2 q K₂ L₂ E₂ F₂)
    (hKK : Commute K₁ K₂) (hKE : Commute K₁ E₂) (hKF : Commute K₁ F₂)
    (hEK : Commute E₁ K₂) (hEF : Commute E₁ F₂)
    (hFK : Commute F₁ K₂) (hFE : Commute F₁ E₂) :
    IsQuantumSl2 q (K₁ * K₂) (L₁ * L₂) (E₁ * K₂ + E₂) (F₁ + L₁ * F₂) := by
  have hLK := h₁.inv_commute hKK
  have hLE := h₁.inv_commute hKE
  have hLL : Commute L₁ L₂ := (h₂.inv_commute hLK.symm).symm
  refine ⟨?_, ?_, ?_, ?_, ?_⟩
  · calc K₁ * K₂ * (L₁ * L₂) = K₁ * K₂ * (L₂ * L₁) := by rw [hLL.eq]
      _ = K₁ * (K₂ * L₂) * L₁ := by simp only [mul_assoc]
      _ = 1 := by rw [h₂.mul_inv, mul_one, h₁.mul_inv]
  · calc L₁ * L₂ * (K₁ * K₂) = L₂ * L₁ * (K₁ * K₂) := by rw [hLL.eq]
      _ = L₂ * (L₁ * K₁) * K₂ := by simp only [mul_assoc]
      _ = 1 := by rw [h₁.inv_mul, mul_one, h₂.inv_mul]
  · -- both terms of the raising sum gain the factor q²
    have a : K₁ * K₂ * (E₁ * K₂) = q ^ 2 • (E₁ * K₂ * (K₁ * K₂)) :=
      calc K₁ * K₂ * (E₁ * K₂) = K₁ * (K₂ * E₁) * K₂ := by simp only [mul_assoc]
        _ = K₁ * (E₁ * K₂) * K₂ := by rw [hEK.eq]
        _ = K₁ * E₁ * (K₂ * K₂) := by simp only [mul_assoc]
        _ = q ^ 2 • (E₁ * K₁ * (K₂ * K₂)) := by rw [h₁.KE, smul_mul_assoc]
        _ = q ^ 2 • (E₁ * (K₁ * K₂) * K₂) := by simp only [mul_assoc]
        _ = q ^ 2 • (E₁ * (K₂ * K₁) * K₂) := by rw [hKK.eq]
        _ = q ^ 2 • (E₁ * K₂ * (K₁ * K₂)) := by simp only [mul_assoc]
    have b : K₁ * K₂ * E₂ = q ^ 2 • (E₂ * (K₁ * K₂)) :=
      calc K₁ * K₂ * E₂ = q ^ 2 • (K₁ * (E₂ * K₂)) := by
            rw [mul_assoc, h₂.KE, mul_smul_comm]
        _ = q ^ 2 • (K₁ * E₂ * K₂) := by simp only [mul_assoc]
        _ = q ^ 2 • (E₂ * K₁ * K₂) := by rw [hKE.eq]
        _ = q ^ 2 • (E₂ * (K₁ * K₂)) := by simp only [mul_assoc]
    rw [mul_add, a, b, add_mul, smul_add]
  · have a : q ^ 2 • (K₁ * K₂ * F₁) = F₁ * (K₁ * K₂) :=
      calc q ^ 2 • (K₁ * K₂ * F₁) = (q ^ 2 • (K₁ * F₁)) * K₂ := by
            rw [mul_assoc, ← hFK.eq, ← mul_assoc, smul_mul_assoc]
        _ = F₁ * (K₁ * K₂) := by rw [h₁.KF, mul_assoc]
    have b : K₁ * K₂ * (L₁ * F₂) = K₂ * F₂ :=
      calc K₁ * K₂ * (L₁ * F₂) = K₁ * (K₂ * L₁) * F₂ := by simp only [mul_assoc]
        _ = K₁ * (L₁ * K₂) * F₂ := by rw [hLK.eq]
        _ = K₁ * L₁ * (K₂ * F₂) := by simp only [mul_assoc]
        _ = K₂ * F₂ := by rw [h₁.mul_inv, one_mul]
    have c : L₁ * F₂ * (K₁ * K₂) = F₂ * K₂ :=
      calc L₁ * F₂ * (K₁ * K₂) = L₁ * (F₂ * K₁) * K₂ := by simp only [mul_assoc]
        _ = L₁ * (K₁ * F₂) * K₂ := by rw [hKF.eq]
        _ = L₁ * K₁ * (F₂ * K₂) := by simp only [mul_assoc]
        _ = F₂ * K₂ := by rw [h₁.inv_mul, one_mul]
    rw [mul_add, smul_add, a, b, h₂.KF, add_mul, c]
  · -- the mixed terms drop out and the rest telescopes
    have c1 : E₁ * K₂ * F₁ = E₁ * F₁ * K₂ := by rw [mul_assoc, ← hFK.eq, mul_assoc]
    have c2 := cross_terms_commute h₁ h₂ hKK hEF
    have c4 : E₂ * (L₁ * F₂) = L₁ * (E₂ * F₂) := by
      rw [← mul_assoc, ← hLE.eq, mul_assoc]
    have hsum : (E₁ * K₂ + E₂) * (F₁ + L₁ * F₂) - (F₁ + L₁ * F₂) * (E₁ * K₂ + E₂) =
        (E₁ * F₁ - F₁ * E₁) * K₂ + L₁ * (E₂ * F₂ - F₂ * E₂) := by
      rw [add_mul, mul_add, mul_add, c1, c2, c4, ← hFE.eq]
      noncomm_ring
    rw [hsum, smul_add, ← smul_mul_assoc, h₁.EF, ← mul_smul_comm, h₂.EF,
      smul_mul_assoc, mul_smul_comm, ← smul_add]
    congr 1
    noncomm_ring

end Coupling
```

The coupled operators are again a copy, so a third commuting copy can be added by the same argument. The raising sum becomes E₁K₂K₃ + E₂K₃ + E₃, and the lowering sum F₁ + K₁⁻¹F₂ + K₁⁻¹K₂⁻¹F₃.

A program for a finite spin chain can build its total operators this way, one site at a time: replace E by E K_new + E_new and F by F + K⁻¹F_new, using the old K, and only then K by K K_new. For real nonzero q, these sums are symmetries of the finite open spin-1/2 XXZ chain with suitable boundary fields, where q sets the anisotropy.

## Two spins 1/2

Operators on one spin are 2×2 matrices. Those on a pair are indexed by pairs of basis labels.

```lean
/-- Operators on one spin 1/2, in the basis up (index 0), down (index 1). -/
abbrev SpinOp := Matrix (Fin 2) (Fin 2) ℂ

/-- Operators on a pair of spins 1/2. -/
abbrev PairOp := Matrix (Fin 2 × Fin 2) (Fin 2 × Fin 2) ℂ

/-- `K = diag(q, 1/q)` on a spin 1/2, for `q ≠ 0`. -/
def spinK (q : ℂ) : SpinOp := !![q, 0; 0, q⁻¹]

/-- The inverse `diag(1/q, q)` of `K` on a spin 1/2, for `q ≠ 0`. -/
def spinL (q : ℂ) : SpinOp := !![q⁻¹, 0; 0, q]

/-- The raising operator of a spin 1/2. -/
def spinE : SpinOp := !![0, 1; 0, 0]

/-- The lowering operator of a spin 1/2. -/
def spinF : SpinOp := !![0, 0; 1, 0]
```

The relations are checked entry by entry.

```lean
/-- For `q ≠ 0` the spin-1/2 matrices satisfy the quantum sl2 relations. -/
theorem spinHalf_witness {q : ℂ} (hq : q ≠ 0) :
    IsQuantumSl2 q (spinK q) (spinL q) spinE spinF := by
  constructor <;> ext i j <;> fin_cases i <;> fin_cases j <;>
    simp [spinK, spinL, spinE, spinF, Matrix.mul_apply, Fin.sum_univ_two, hq] <;>
    field_simp
```

A one-spin operator enters the pair space through a Kronecker product with the identity, on the right for the first spin and on the left for the second.

```lean
/-- A one-spin operator acting on the first spin of the pair. -/
def onFirst : SpinOp →ₐ[ℂ] PairOp :=
  AlgHom.ofLinearMap
    { toFun := fun X => X ⊗ₖ (1 : SpinOp)
      map_add' := fun X Y => Matrix.add_kronecker X Y 1
      map_smul' := fun c X => Matrix.smul_kronecker c X 1 }
    Matrix.one_kronecker_one
    (fun X Y => by
      change (X * Y) ⊗ₖ (1 : SpinOp) = (X ⊗ₖ (1 : SpinOp)) * (Y ⊗ₖ (1 : SpinOp))
      rw [← Matrix.mul_kronecker_mul, one_mul])

/-- A one-spin operator acting on the second spin of the pair. -/
def onSecond : SpinOp →ₐ[ℂ] PairOp :=
  AlgHom.ofLinearMap
    { toFun := fun X => (1 : SpinOp) ⊗ₖ X
      map_add' := fun X Y => Matrix.kronecker_add 1 X Y
      map_smul' := fun c X => Matrix.kronecker_smul c 1 X }
    Matrix.one_kronecker_one
    (fun X Y => by
      change (1 : SpinOp) ⊗ₖ (X * Y) = ((1 : SpinOp) ⊗ₖ X) * ((1 : SpinOp) ⊗ₖ Y)
      rw [← Matrix.mul_kronecker_mul, one_mul])
```

The product rule for Kronecker products shows that the two images commute.

```lean
lemma onFirst_mul_onSecond (X Y : SpinOp) : onFirst X * onSecond Y = X ⊗ₖ Y := by
  change (X ⊗ₖ (1 : SpinOp)) * ((1 : SpinOp) ⊗ₖ Y) = X ⊗ₖ Y
  rw [← Matrix.mul_kronecker_mul, mul_one, one_mul]

lemma onFirst_commute (X Y : SpinOp) : Commute (onFirst X) (onSecond Y) := by
  change onFirst X * onSecond Y = ((1 : SpinOp) ⊗ₖ Y) * (X ⊗ₖ (1 : SpinOp))
  rw [onFirst_mul_onSecond, ← Matrix.mul_kronecker_mul, mul_one, one_mul]
```

The total operators therefore satisfy the relations by `coupled_relations`.

```lean
/-- The total `K₁K₂` of two spins 1/2, for `q ≠ 0`. -/
def totalK (q : ℂ) : PairOp := onFirst (spinK q) * onSecond (spinK q)

/-- The raising sum `E₁K₂ + E₂` of two spins 1/2, for `q ≠ 0`. -/
def totalE (q : ℂ) : PairOp := onFirst spinE * onSecond (spinK q) + onSecond spinE

/-- The lowering sum `F₁ + K₁⁻¹F₂` of two spins 1/2, for `q ≠ 0`. -/
def totalF (q : ℂ) : PairOp := onFirst spinF + onFirst (spinL q) * onSecond spinF

/-- For `q ≠ 0` the total operators of two spins 1/2 satisfy the quantum sl2 relations. -/
theorem twoSpin_witness {q : ℂ} (hq : q ≠ 0) :
    IsQuantumSl2 q (totalK q) (onFirst (spinL q) * onSecond (spinL q))
      (totalE q) (totalF q) :=
  coupled_relations ((spinHalf_witness hq).map onFirst) ((spinHalf_witness hq).map onSecond)
    (onFirst_commute _ _) (onFirst_commute _ _) (onFirst_commute _ _) (onFirst_commute _ _)
    (onFirst_commute _ _) (onFirst_commute _ _) (onFirst_commute _ _)
```

## The deformed singlet in Lean

`ket i j` is a product state, and `qSinglet q` is the unnormalised q ud − du.

```lean
/-- The product state with the first spin in state `i` and the second in state `j`. -/
def ket (i j : Fin 2) : Fin 2 × Fin 2 → ℂ := fun p => if p = (i, j) then 1 else 0

/-- The deformed singlet `q ud - du`. -/
def qSinglet (q : ℂ) : Fin 2 × Fin 2 → ℂ := q • ket 0 1 - ket 1 0
```

The action of each ladder sum on an arbitrary state, written `*ᵥ`, is found by comparing the four amplitudes.

```lean
lemma totalE_mulVec (q : ℂ) (v : Fin 2 × Fin 2 → ℂ) :
    totalE q *ᵥ v = (v (0, 1) + q * v (1, 0)) • ket 0 0 +
      (q⁻¹ * v (1, 1)) • ket 0 1 + v (1, 1) • ket 1 0 := by
  have h : totalE q = spinE ⊗ₖ spinK q + (1 : SpinOp) ⊗ₖ spinE := by
    rw [totalE, onFirst_mul_onSecond]; rfl
  rw [h]
  ext ⟨i, j⟩
  fin_cases i <;> fin_cases j <;>
    simp [spinE, spinK, ket, Matrix.mulVec, dotProduct, Fintype.sum_prod_type,
      Fin.sum_univ_two, Matrix.one_apply, add_comm]

lemma totalF_mulVec (q : ℂ) (v : Fin 2 × Fin 2 → ℂ) :
    totalF q *ᵥ v = (q⁻¹ * v (0, 0)) • ket 0 1 + v (0, 0) • ket 1 0 +
      (v (0, 1) + q * v (1, 0)) • ket 1 1 := by
  have h : totalF q = spinF ⊗ₖ (1 : SpinOp) + spinL q ⊗ₖ spinF := by
    rw [totalF, onFirst_mul_onSecond]; rfl
  rw [h]
  ext ⟨i, j⟩
  fin_cases i <;> fin_cases j <;>
    simp [spinF, spinL, ket, Matrix.mulVec, dotProduct, Fintype.sum_prod_type,
      Fin.sum_univ_two, Matrix.one_apply]
```

Invariance follows by substitution.

```lean
/-- For `q ≠ 0` the state `q ud - du` is left unchanged by the total `K` and is killed by
both ladder sums. -/
theorem qSinglet_invariant {q : ℂ} (hq : q ≠ 0) :
    totalK q *ᵥ qSinglet q = qSinglet q ∧
      totalE q *ᵥ qSinglet q = 0 ∧ totalF q *ᵥ qSinglet q = 0 := by
  refine ⟨?_, ?_, ?_⟩
  · rw [totalK, onFirst_mul_onSecond]
    ext ⟨i, j⟩
    fin_cases i <;> fin_cases j <;>
      simp [spinK, qSinglet, ket, Matrix.mulVec, dotProduct, Fintype.sum_prod_type,
        Fin.sum_univ_two, hq]
  · rw [totalE_mulVec]
    simp [qSinglet, ket]
  · rw [totalF_mulVec]
    simp [qSinglet, ket]
```

For uniqueness, the proof reads off v₀₀ = 0, v₁₁ = 0 and v₀₁ + q v₁₀ = 0, then takes −v₁₀ as the multiple.

```lean
/-- Every state of two spins 1/2 that both ladder sums kill is a multiple of `q ud - du`. -/
theorem qSinglet_unique {q : ℂ} {v : Fin 2 × Fin 2 → ℂ}
    (hE : totalE q *ᵥ v = 0) (hF : totalF q *ᵥ v = 0) : ∃ c : ℂ, v = c • qSinglet q := by
  rw [totalE_mulVec] at hE
  rw [totalF_mulVec] at hF
  -- read off the amplitudes
  have hb := congrFun hE (0, 0)
  have h11 := congrFun hE (1, 0)
  have h00 := congrFun hF (1, 0)
  simp [ket] at hb h11 h00
  refine ⟨-v (1, 0), ?_⟩
  ext ⟨i, j⟩
  fin_cases i <;> fin_cases j <;> simp [qSinglet, ket, h00, h11]
  linear_combination hb
```

The last theorem compares the uu amplitude, 1 − q, with zero. It and the uniqueness theorem carry no condition on q, but at q = 0 Lean sets q⁻¹ = 0 and the matrices no longer represent the model.

```lean
/-- The raising sum kills the ordinary singlet combination `ud - du` only at `q = 1`,
and there it does. -/
theorem ordinary_singlet_iff (q : ℂ) :
    totalE q *ᵥ (ket 0 1 - ket 1 0) = 0 ↔ q = 1 := by
  rw [totalE_mulVec]
  constructor
  · intro h
    have h0 := congrFun h (0, 0)
    simp [ket] at h0
    linear_combination -h0
  · rintro rfl
    simp [ket]

end

end QuantumSpinCoupling
```

```lean
#print axioms QuantumSpinCoupling.cross_terms_commute
-- 'QuantumSpinCoupling.cross_terms_commute' depends on axioms: [propext, Classical.choice, Quot.sound]
#print axioms QuantumSpinCoupling.coupled_relations
-- 'QuantumSpinCoupling.coupled_relations' depends on axioms: [propext, Classical.choice, Quot.sound]
#print axioms QuantumSpinCoupling.qSinglet_unique
-- 'QuantumSpinCoupling.qSinglet_unique' depends on axioms: [propext, Classical.choice, Quot.sound]
#print axioms QuantumSpinCoupling.ordinary_singlet_iff
-- 'QuantumSpinCoupling.ordinary_singlet_iff' depends on axioms: [propext, Classical.choice, Quot.sound]
```
